# For a full set of real orthonormal orbitals, the overlap derivative fixes exactly the symmetric part of the response

Take one basis function with squared norm $m(s)>0$, which depends on a parameter $s$, and one orbital with coefficient $c(s)$. The orbital is normalised when $c^2m=1$. If the squared norm changes with $s$, the coefficient has to change too. Differentiation gives $2cc'm+c^2m'=0$, and with $u=c'/c$ the first term is $2u\,c^2m=2u$. Hence

$$u=-\tfrac12\,c^2m'.$$

The response $u$ is settled by normalisation alone. With two or more orbitals the same argument settles the symmetric part of a response matrix, while rotations among the orbitals remain possible and supply an antisymmetric part.

## The response equation and its converse

Let $S(s)$ be the real $n\times n$ overlap matrix of a basis that depends on a parameter $s$, such as a nuclear coordinate. Let $C(s)$ be a real $n\times n$ coefficient matrix whose columns are the orbitals. Assume that $C^TSC=1$ for every $s$ and that both matrices are differentiable at $s=t$, with derivatives $C'$ and $S'$ there. Matrices without an argument are taken at $t$. The response $U=C^{-1}C'$ expands the change of the coefficient columns in those columns, $C'=CU$. The motion of the basis functions themselves is not part of $U$. The claim is that

$$U+U^T=-C^TS'C,$$

and that every real matrix $V$ with $V+V^T=-C^TS'C$ is the response of some orthonormal orbital curve through the same $C(t)$ in the same metric $S(s)$.

The constraint says that $C^TS$ is a left inverse of the square matrix $C$, so $C^{-1}=C^TS$. Transposing the constraint gives $C^TS^TC=1$, hence also $C^{-1}=C^TS^T$. Therefore $C^TS^T=C^TS$, and since $C^T$ is invertible, $S^T=S$. Symmetry of the overlap need not be assumed.

Differentiating the constraint at $t$ gives

$$C'^TSC+C^TS'C+C^TSC'=0.$$

The last term is $C^{-1}C'=U$. The first is its transpose, because $U^T=(C^TSC')^T=C'^TS^TC=C'^TSC$. So $U^T+C^TS'C+U=0$, which is the response equation. Its diagonal reads $U_{ii}=-\tfrac12(C^TS'C)_{ii}$, as in the case of one orbital.

For the converse, let $V$ satisfy the same equation and put $A=V-U$. Subtracting the two equations gives $A+A^T=0$. The matrix $Q(s)=e^{(s-t)A}$ is then orthogonal, since

$$Q^TQ=e^{-(s-t)A}e^{(s-t)A}=1.$$

Define $D(s)=C(s)Q(s)$. This curve passes through $C(t)$, because $Q(t)=1$. It stays orthonormal, because $D^TSD=Q^T(C^TSC)Q=Q^TQ=1$. Its derivative at $t$ is $C'+CA$, so its response is $C^{-1}(C'+CA)=U+A=V$.

The freedom is thus an arbitrary antisymmetric matrix, with $n(n-1)/2$ real parameters. For $n=1$ there are none.

In coupled-perturbed Hartree–Fock theory with real orbitals and a basis that moves with the nuclei, this means that the symmetric part of $U$ can be written down from the overlap derivative and the current coefficients $C$. Once these are given, further information about the energy or the Fock operator, which does not enter here, can bear only on the antisymmetric part.

## Two orbitals with numbers

Take

$$C(s)=\begin{pmatrix}1&-s\\0&1\end{pmatrix},\qquad S(s)=\begin{pmatrix}1&s\\s&1+s^2\end{pmatrix}.$$

The second basis function has squared norm $1+s^2$, so the overlap of the normalised basis functions is $s/\sqrt{1+s^2}$, which is $1/\sqrt2$ at $s=1$. The orbitals are the result of Gram–Schmidt orthogonalisation. At $t=1$,

$$U=\begin{pmatrix}1&1\\0&1\end{pmatrix}\begin{pmatrix}0&-1\\0&0\end{pmatrix}=\begin{pmatrix}0&-1\\0&0\end{pmatrix},$$

$$C^TS'C=\begin{pmatrix}1&0\\-1&1\end{pmatrix}\begin{pmatrix}0&1\\1&2\end{pmatrix}\begin{pmatrix}1&-1\\0&1\end{pmatrix}=\begin{pmatrix}0&1\\1&0\end{pmatrix}.$$

Indeed $U+U^T=-C^TS'C$. The symmetric matrix $V$ with zero diagonal and off-diagonal elements $-\tfrac12$ satisfies the same equation. Here

$$A=V-U=\begin{pmatrix}0&\tfrac12\\-\tfrac12&0\end{pmatrix},$$

so $V$ is reached by rotating the orbitals through the angle $(s-1)/2$ as $s$ moves away from $1$, where a positive angle turns the first orbital towards minus the second.

## Matrices, derivatives and the metric in Lean

The finite type `n` labels both the basis functions and the orbitals, which makes $C$ square. The results therefore concern a full set of orbitals, and a rectangular block holding only the occupied ones is not covered. All entries are real, and there is a single parameter.

```lean
import Mathlib

open Matrix

namespace NonorthogonalOrbitalResponse

noncomputable section

variable {n : Type*} [Fintype n] [DecidableEq n]
```

A matrix curve is differentiable at `t` when each of its entries is. In finite dimension this is the usual notion, and it requires no choice of matrix norm.

```lean
/-- The matrix curve `A` has derivative `A'` at `t`, entry by entry. -/
def HasMatrixDerivAt (A : ℝ → Matrix n n ℝ) (A' : Matrix n n ℝ) (t : ℝ) : Prop :=
  ∀ i j, HasDerivAt (fun s => A s i j) (A' i j) t
```

Orthonormality is the matrix equation itself. Nothing else is demanded of `S`.

```lean
/-- The orbitals with coefficients `C` are orthonormal in the overlap metric `S`. -/
def MetricOrthonormal (C S : Matrix n n ℝ) : Prop := Cᵀ * S * C = 1
```

The response is defined for any pair of matrices. In the theorems below `C` is always invertible, because it satisfies the orthonormality equation.

```lean
/-- The response matrix `U = C⁻¹ C'`. When `C` is invertible, `C' = C U`, so `U` expands the columns
of `C'` in the columns of `C`. -/
def response (C C' : Matrix n n ℝ) : Matrix n n ℝ := C⁻¹ * C'
```

## Differentiating the constraint

The product rule comes first. An entry of $AB$ is a finite sum of products, so the scalar rule is applied to each term and the results are added. The order of the factors is kept, as matrices require.

```lean
omit [DecidableEq n] in
/-- The product rule for matrix curves, with the order of the factors kept. -/
theorem HasMatrixDerivAt.mul {A B : ℝ → Matrix n n ℝ} {A' B' : Matrix n n ℝ} {t : ℝ}
    (hA : HasMatrixDerivAt A A' t) (hB : HasMatrixDerivAt B B' t) :
    HasMatrixDerivAt (fun s => A s * B s) (A' * B t + A t * B') t := by
  intro i j
  simp only [Matrix.mul_apply, Matrix.add_apply, ← Finset.sum_add_distrib]
  exact HasDerivAt.fun_sum (fun k _ => (hA i k).fun_mul (hB k j))
```

The next lemma contains the algebra of the constraint at a single parameter value. `hinv` and `h2` supply the two formulas for $C^{-1}$, and `h4` equates them. The factor $C^T$ is then removed by multiplying from the left with $SC$, which is its inverse by `h5`.

```lean
/-- A metric in which a full set of orbitals is orthonormal is symmetric, and the
inverse of the coefficient matrix is `Cᵀ S`. -/
theorem inverse_and_symmetry {C S : Matrix n n ℝ} (h : MetricOrthonormal C S) :
    C⁻¹ = Cᵀ * S ∧ Sᵀ = S := by
  have h1 : Cᵀ * S * C = 1 := h
  have hinv : C⁻¹ = Cᵀ * S := Matrix.inv_eq_left_inv h1
  -- the transposed constraint gives a second formula for the same inverse
  have h2 : Cᵀ * Sᵀ * C = 1 := by
    have h3 := congrArg Matrix.transpose h1
    rw [Matrix.transpose_mul, Matrix.transpose_mul, Matrix.transpose_transpose,
      Matrix.transpose_one, ← Matrix.mul_assoc] at h3
    exact h3
  have h4 : Cᵀ * Sᵀ = Cᵀ * S := (Matrix.inv_eq_left_inv h2).symm.trans hinv
  have h5 : S * C * Cᵀ = 1 := by
    rw [Matrix.mul_assoc] at h1
    exact mul_eq_one_comm.mp h1
  refine ⟨hinv, ?_⟩
  calc Sᵀ = S * C * Cᵀ * Sᵀ := by rw [h5, Matrix.one_mul]
    _ = S * C * (Cᵀ * Sᵀ) := Matrix.mul_assoc _ _ _
    _ = S * C * (Cᵀ * S) := by rw [h4]
    _ = S * C * Cᵀ * S := (Matrix.mul_assoc _ _ _).symm
    _ = S := by rw [h5, Matrix.one_mul]
```

To differentiate $C^TSC=1$, the proof applies the product rule twice to each entry. The same entry is a constant function of `s`, with derivative zero. Since a derivative is unique, the two expressions agree.

```lean
/-- The first-order orthonormality condition, obtained by differentiating `Cᵀ S C = 1`. -/
theorem constraint_derivative {C S : ℝ → Matrix n n ℝ} {C' S' : Matrix n n ℝ} {t : ℝ}
    (hC : HasMatrixDerivAt C C' t) (hS : HasMatrixDerivAt S S' t)
    (horth : ∀ s, MetricOrthonormal (C s) (S s)) :
    C'ᵀ * S t * C t + (C t)ᵀ * S' * C t + (C t)ᵀ * S t * C' = 0 := by
  have hT : HasMatrixDerivAt (fun s => (C s)ᵀ) C'ᵀ t := fun i j => hC j i
  rw [← Matrix.add_mul]
  ext i j
  have h1 : HasDerivAt (fun s => ((C s)ᵀ * S s * C s) i j)
      (((C'ᵀ * S t + (C t)ᵀ * S') * C t + (C t)ᵀ * S t * C') i j) t :=
    ((hT.mul hS).mul hC) i j
  have h2 : (fun s => ((C s)ᵀ * S s * C s) i j) =
      fun _ => (1 : Matrix n n ℝ) i j := by
    funext s
    have e : (C s)ᵀ * S s * C s = 1 := horth s
    rw [e]
  rw [h2] at h1
  exact h1.unique (hasDerivAt_const t _)
```

## The fixed symmetric part

The hypotheses of `response_add_transpose` are those of the derivation by hand: `hC` and `hS` give the derivatives at the one point `t`, and `horth` gives orthonormality at every `s`. In the proof, `hU` is $U=C^TSC'$ and `hUT` is $U^T=C'^TSC$, where the symmetry of $S$ is used. The differentiated constraint then finishes the argument.

```lean
/-- The symmetric part of the orbital response is fixed by the change of the metric:
`U + Uᵀ = -Cᵀ S' C`. -/
theorem response_add_transpose {C S : ℝ → Matrix n n ℝ} {C' S' : Matrix n n ℝ} {t : ℝ}
    (hC : HasMatrixDerivAt C C' t) (hS : HasMatrixDerivAt S S' t)
    (horth : ∀ s, MetricOrthonormal (C s) (S s)) :
    response (C t) C' + (response (C t) C')ᵀ = -((C t)ᵀ * S' * C t) := by
  obtain ⟨hinv, hsym⟩ := inverse_and_symmetry (horth t)
  have hU : response (C t) C' = (C t)ᵀ * S t * C' := by
    unfold response
    rw [hinv]
  have hUT : (response (C t) C')ᵀ = C'ᵀ * S t * C t := by
    rw [hU, Matrix.transpose_mul, Matrix.transpose_mul, Matrix.transpose_transpose,
      hsym, Matrix.mul_assoc]
  rw [hUT, hU]
  apply eq_neg_of_add_eq_zero_left
  rw [← constraint_derivative hC hS horth]
  abel
```

Reading the equation at the entry $(i,i)$ gives $2U_{ii}$ on the left, and `linarith` divides by two.

```lean
/-- Each diagonal response element is minus one half of the diagonal element of the
overlap derivative in the orbital basis. -/
theorem response_diagonal {C S : ℝ → Matrix n n ℝ} {C' S' : Matrix n n ℝ} {t : ℝ}
    (hC : HasMatrixDerivAt C C' t) (hS : HasMatrixDerivAt S S' t)
    (horth : ∀ s, MetricOrthonormal (C s) (S s)) (i : n) :
    response (C t) C' i i = -(1 / 2) * ((C t)ᵀ * S' * C t) i i := by
  have h := congrArg (fun M : Matrix n n ℝ => M i i) (response_add_transpose hC hS horth)
  simp only [Matrix.add_apply, Matrix.transpose_apply, Matrix.neg_apply] at h
  linarith
```

## The free antisymmetric part

Two facts about the matrix exponential are needed for the converse. The first is orthogonality: the transpose of $e^{sA}$ is $e^{-sA}$ when $A^T=-A$, and the two exponents commute, so the product is $e^0=1$.

```lean
/-- If `A` is antisymmetric, the matrix `exp (s A)` is orthogonal for every real `s`. -/
theorem rotation_orthogonal {A : Matrix n n ℝ} (hA : Aᵀ = -A) (s : ℝ) :
    (NormedSpace.exp (s • A))ᵀ * NormedSpace.exp (s • A) = 1 := by
  have hc : Commute (-(s • A)) (s • A) := (Commute.refl (s • A)).neg_left
  rw [← Matrix.exp_transpose, Matrix.transpose_smul, hA, smul_neg,
    ← Matrix.exp_add_of_commute _ _ hc, neg_add_cancel, NormedSpace.exp_zero]
```

The second is the derivative of $e^{sA}$. Mathlib states it for normed algebras, so a matrix norm is chosen inside the proof. Reading off one entry is a continuous linear map, and this carries the result back to the entrywise definition.

```lean
/-- The derivative of the matrix curve `exp (s A)` at `u` is `exp (u A) A`. -/
theorem rotation_derivative (A : Matrix n n ℝ) (u : ℝ) :
    HasMatrixDerivAt (fun s => NormedSpace.exp (s • A)) (NormedSpace.exp (u • A) * A) u := by
  intro i j
  let _ : NormedRing (Matrix n n ℝ) := Matrix.linftyOpNormedRing
  let _ : NormedAlgebra ℝ (Matrix n n ℝ) := Matrix.linftyOpNormedAlgebra
  -- reading off an entry is a continuous linear map
  let L : Matrix n n ℝ →ₗ[ℝ] ℝ :=
    { toFun := fun M => M i j, map_add' := fun _ _ => rfl, map_smul' := fun _ _ => rfl }
  exact (LinearMap.toContinuousLinearMap L).hasFDerivAt.comp_hasDerivAt u
    (hasDerivAt_exp_smul_const A u)
```

The main theorem joins both directions. On its left side stands a curve `D` that agrees with `C` at `t`, is orthonormal in `S s` for every `s`, and has a derivative `D'` at `t` whose response is `V`. On its right side stands the response equation for `V`. The reference curve `C` is given by hypothesis, so the theorem describes the alternatives to a known differentiable choice of orbitals.

From left to right, `response_add_transpose` is applied to `D`. From right to left, the proof builds $D(s)=C(s)e^{(s-t)A}$ with $A=V-U$. Here `hA` is the antisymmetry of $A$, and `hq` says that the rotation has derivative $A$ at `t`. The three goals left after `refine` are the conditions checked by hand: the curve passes through $C(t)$, it stays orthonormal, and its response is $U+A=V$.

```lean
/-- A matrix `V` is the response of some orthonormal orbital curve through `C t` in the
metric `S` exactly when `V + Vᵀ = -Cᵀ S' C`. -/
theorem response_attainable_iff {C S : ℝ → Matrix n n ℝ} {C' S' : Matrix n n ℝ} {t : ℝ}
    (hC : HasMatrixDerivAt C C' t) (hS : HasMatrixDerivAt S S' t)
    (horth : ∀ s, MetricOrthonormal (C s) (S s)) (V : Matrix n n ℝ) :
    (∃ (D : ℝ → Matrix n n ℝ) (D' : Matrix n n ℝ), D t = C t ∧
      (∀ s, MetricOrthonormal (D s) (S s)) ∧ HasMatrixDerivAt D D' t ∧
      response (D t) D' = V) ↔ V + Vᵀ = -((C t)ᵀ * S' * C t) := by
  constructor
  · rintro ⟨D, D', h0, hD, hd, rfl⟩
    rw [← h0]
    exact response_add_transpose hd hS hD
  · intro hV
    -- the difference of two admissible responses is an antisymmetric generator
    obtain ⟨A, hAdef⟩ : ∃ A, A = V - response (C t) C' := ⟨_, rfl⟩
    have hA : Aᵀ = -A := by
      have h := hV.trans (response_add_transpose hC hS horth).symm
      rw [hAdef, Matrix.transpose_sub]
      linear_combination (norm := abel) h
    have e0 : NormedSpace.exp ((t - t) • A) = 1 := by
      rw [sub_self, zero_smul, NormedSpace.exp_zero]
    have hq : HasMatrixDerivAt (fun s => NormedSpace.exp ((s - t) • A)) A t := by
      intro i j
      have h := HasDerivAt.comp_sub_const t t (rotation_derivative A (t - t) i j)
      rw [e0, Matrix.one_mul] at h
      exact h
    refine ⟨fun s => C s * NormedSpace.exp ((s - t) • A), _, ?_, ?_, hC.mul hq, ?_⟩
    · show C t * NormedSpace.exp ((t - t) • A) = C t
      rw [e0, Matrix.mul_one]
    · intro s
      have h1 : (C s)ᵀ * S s * C s = 1 := horth s
      have h2 := rotation_orthogonal hA (s - t)
      show (C s * NormedSpace.exp ((s - t) • A))ᵀ * S s *
        (C s * NormedSpace.exp ((s - t) • A)) = 1
      generalize NormedSpace.exp ((s - t) • A) = Q at h2 ⊢
      calc (C s * Q)ᵀ * S s * (C s * Q) = Qᵀ * ((C s)ᵀ * S s * C s) * Q := by
            simp only [Matrix.transpose_mul, Matrix.mul_assoc]
        _ = 1 := by rw [h1, Matrix.mul_one, h2]
    · show response (C t * NormedSpace.exp ((t - t) • A))
        (C' * NormedSpace.exp ((t - t) • A) + C t * A) = V
      have hi : (C t)⁻¹ * C t = 1 := by
        rw [(inverse_and_symmetry (horth t)).1]
        exact horth t
      rw [e0, Matrix.mul_one, Matrix.mul_one]
      unfold response
      rw [Matrix.mul_add, ← Matrix.mul_assoc, hi, Matrix.one_mul, hAdef]
      unfold response
      abel
```

## A moving overlap that meets the conditions

The last theorem treats the two-orbital example at an arbitrary `t`. It confirms orthonormality for every `s` and the derivatives of both matrices, so the assumptions made above are satisfied by a metric that really changes and is not diagonal in general. The proof goes through the four entries of each matrix.

```lean
/-- Two orbitals that stay orthonormal in a changing overlap metric with off-diagonal element `s`,
with the derivatives of both matrices at `t`. -/
theorem moving_metric_witness (t : ℝ) :
    (∀ s : ℝ, MetricOrthonormal !![1, -s; 0, 1] !![1, s; s, 1 + s ^ 2]) ∧
    HasMatrixDerivAt (fun s : ℝ => !![1, -s; 0, 1]) !![0, -1; 0, 0] t ∧
    HasMatrixDerivAt (fun s : ℝ => !![1, s; s, 1 + s ^ 2]) !![0, 1; 1, 2 * t] t := by
  refine ⟨fun s => ?_, fun i j => ?_, fun i j => ?_⟩
  · unfold MetricOrthonormal
    ext i j
    fin_cases i <;> fin_cases j <;>
      simp [Matrix.mul_apply, Fin.sum_univ_succ]
    ring
  · fin_cases i <;> fin_cases j
    · exact hasDerivAt_const t (1 : ℝ)
    · exact (hasDerivAt_id' t).fun_neg
    · exact hasDerivAt_const t (0 : ℝ)
    · exact hasDerivAt_const t (1 : ℝ)
  · have h : HasDerivAt (fun s : ℝ => 1 + s ^ 2) (2 * t) t := by
      simpa using (hasDerivAt_pow 2 t).const_add (1 : ℝ)
    fin_cases i <;> fin_cases j
    · exact hasDerivAt_const t (1 : ℝ)
    · exact hasDerivAt_id' t
    · exact hasDerivAt_id' t
    · exact h

end

end NonorthogonalOrbitalResponse
```

```lean
#print axioms NonorthogonalOrbitalResponse.inverse_and_symmetry
#print axioms NonorthogonalOrbitalResponse.response_diagonal
#print axioms NonorthogonalOrbitalResponse.response_attainable_iff
```

```
'NonorthogonalOrbitalResponse.inverse_and_symmetry' depends on axioms: [propext, Classical.choice, Quot.sound]
'NonorthogonalOrbitalResponse.response_diagonal' depends on axioms: [propext, Classical.choice, Quot.sound]
'NonorthogonalOrbitalResponse.response_attainable_iff' depends on axioms: [propext, Classical.choice, Quot.sound]
```
